# For a two-pole atom and a one-pole partner, the polarizability-weighted C6 combination rule errs only at second order in the spectral width

A: Let atom A have static polarizability \(a\), split equally between poles at \(w(1+s)\) and \(w(1-s)\). Let atom B have polarizability \(b\) and a single pole at \(v\). With \(a,b,w,v>0\) and in atomic units, the C6 coefficient of the model, \(C_6\), and its estimate \(C_6^{\rm rule}\), which combines the two like-pair coefficients with weights set by the polarizabilities, satisfy

\[
\lim_{s\to0,\;s\neq0}\frac{C_6-C_6^{\rm rule}}{s^2}
=\frac32\,ab\;\frac{w v^2(v-w)}{2(v+w)^3}.
\]

Q: Before I believe that this is about dispersion, tell me what \(C_6\) is in your file. Is London's formula proved there?

A: No, it is a definition. The file works with real numbers and starts from the frequency factor \(g(x,v)=xv/(x+v)\), called `reducedFreq`.

```lean
import Mathlib

open Filter Topology

namespace DispersionCombinationRule

noncomputable section

/-- The frequency factor `x v / (x + v)` of London's formula, for `x + v ≠ 0`. -/
def reducedFreq (x v : ℝ) : ℝ := x * v / (x + v)

/-- London's C6 coefficient for two poles with polarizabilities `a`, `b` and
frequencies `x`, `v`, for `x + v ≠ 0`. -/
def london (a x b v : ℝ) : ℝ := 3 / 2 * a * b * reducedFreq x v
```

`london a x b v` is \(\tfrac32ab\,g(x,v)\), the coefficient in the attraction \(-C_6/R^6\) at separation \(R\). The factor \(\tfrac32\) stands for second-order perturbation theory of two isotropic, non-retarded oscillators, in atomic units, where frequencies and excitation energies coincide.

Q: And an atom with two poles?

A: Contributions add over pairs of poles, as they do in the second-order sum over excitations. Each pole of A carries \(a/2\), so the static polarizability is shared equally, not the oscillator strength. The parameter \(s\) is the relative half-splitting, which is what I mean by spectral width.

```lean
/-- C6 between a two-pole atom, with polarizability `a` shared equally by poles at
`w (1 + s)` and `w (1 - s)`, and a single pole `(b, v)`; neither pole frequency may equal `-v`. -/
def twoPoleC6 (a w s b v : ℝ) : ℝ :=
  london (a / 2) (w * (1 + s)) b v + london (a / 2) (w * (1 - s)) b v

/-- C6 between two copies of the two-pole atom, summed over all pairs of poles,
for `w ≠ 0` and `s ≠ 1, -1`. -/
def selfC6 (a w s : ℝ) : ℝ :=
  twoPoleC6 a w s (a / 2) (w * (1 + s)) + twoPoleC6 a w s (a / 2) (w * (1 - s))
```

`twoPoleC6` has two terms, for A with B. `selfC6` has four, for A with another A.

Q: Which combination rule do you test? There are several.

A: This one, with \(C_A\) and \(C_B\) the like-pair coefficients:

\[
C_6^{\rm rule}=\frac{2C_AC_B}{(b/a)\,C_A+(a/b)\,C_B}.
\]

```lean
/-- The combination rule: an estimate of the unlike-pair C6 from the polarizabilities
`a`, `b` and the like-pair coefficients `CA`, `CB`, for nonzero `a`, `b` and
nonzero total denominator. -/
def combine (a b CA CB : ℝ) : ℝ := 2 * CA * CB / (b / a * CA + a / b * CB)
```

Rules of this kind supply unlike-pair coefficients in dispersion corrections and force fields. The result measures the error of this rule in a model where only one atom has any spectral width, and that width comes from two equally weighted poles.

Q: The next definitions contain a "matched" frequency. Did you choose it to get a nice answer?

A: The definition only gives it a name, \(W=w(1-s^2/2)\). The like-pair coefficient then forces the value.

```lean
/-- The matched one-pole frequency `w (1 - s² / 2)`. -/
def effFreq (w s : ℝ) : ℝ := w * (1 - s ^ 2 / 2)

/-- For `s ≠ 0`, the two-pole average of the frequency factor minus its value at the matched
frequency, divided by `s²`, where none of the three frequencies involved equals `-v`. -/
def gapCoeff (w v s : ℝ) : ℝ :=
  w * v ^ 2 * (v - w) /
    (2 * ((w * (1 + s) + v) * (w * (1 - s) + v) * (w * (1 - s ^ 2 / 2) + v)))
```

The second definition, which I'll write \(G(s)\), is the error of the frequency factor per \(s^2\):

\[
G(s)=\frac{w v^2(v-w)}{2\,(w(1+s)+v)(w(1-s)+v)(W+v)}.
\]

Q: Show me that the value is forced.

A: First, \(|s|<1\) makes \(1\pm s\) positive, and \(1-s^2/2>\tfrac12\), so all three frequencies are positive.

```lean
/-- For `w > 0` and relative width `|s| < 1`, both pole frequencies and the matched
frequency are positive. -/
theorem frequencies_pos {w s : ℝ} (hw : 0 < w) (hs : |s| < 1) :
    0 < w * (1 + s) ∧ 0 < w * (1 - s) ∧ 0 < effFreq w s := by
  obtain ⟨h1, h2⟩ := abs_lt.1 hs
  have hp : 0 < 1 + s := by linarith
  have hm : 0 < 1 - s := by linarith
  have he : 0 < 1 - s ^ 2 / 2 := by nlinarith [mul_pos hp hm]
  unfold effFreq
  exact ⟨mul_pos hw hp, mul_pos hw hm, mul_pos hw he⟩
```

Now add up the four pole pairs of A with A. Since \(g(x,x)=x/2\), and the two poles sum to \(2w\), each cross term is \(w^2(1-s^2)/(2w)=w(1-s^2)/2\). Hence

\[
C_A=\frac32\,\frac{a^2}{4}\left[\frac{w(1+s)}2+\frac{w(1-s)}2+2\,\frac{w(1-s^2)}2\right]
=\frac32\,a^2\,\frac{W}{2}.
\]

A single pole at \(x>0\) with polarizability \(a\) has the like-pair coefficient \(\tfrac32a^2\,x/2\). This is proportional to \(x\), so it equals \(C_A\) at \(x=W\) and at no other frequency. The theorem states the match at \(W\).

```lean
/-- For `w > 0` and `|s| < 1`, the matched frequency is positive, and a single pole there
with the same polarizability has the like-pair C6 of the two-pole atom. -/
theorem matched_frequency (a : ℝ) {w s : ℝ} (hw : 0 < w) (hs : |s| < 1) :
    0 < effFreq w s ∧
      selfC6 a w s = london a (effFreq w s) a (effFreq w s) := by
  obtain ⟨h1, h2, h3⟩ := frequencies_pos hw hs
  have hself : ∀ x : ℝ, 0 < x → reducedFreq x x = x / 2 := by
    intro x hx
    unfold reducedFreq
    rw [div_eq_div_iff (by positivity) two_ne_zero]
    ring
  -- the two cross terms between different poles
  have hpm : reducedFreq (w * (1 + s)) (w * (1 - s)) = w * (1 - s ^ 2) / 2 := by
    unfold reducedFreq
    rw [div_eq_div_iff (add_pos h1 h2).ne' two_ne_zero]
    ring
  have hmp : reducedFreq (w * (1 - s)) (w * (1 + s)) = w * (1 - s ^ 2) / 2 := by
    unfold reducedFreq
    rw [div_eq_div_iff (add_pos h2 h1).ne' two_ne_zero]
    ring
  refine ⟨h3, ?_⟩
  unfold selfC6 twoPoleC6 london
  rw [hself _ h1, hself _ h2, hself _ h3, hpm, hmp]
  unfold effFreq
  ring
```

In the proof, `hself` is the diagonal value, `hpm` and `hmp` are the cross terms, and the last `ring` adds them.

Q: So the rule sees A as a one-pole atom at \(W\). But does it treat one-pole atoms correctly? Otherwise you are mixing two errors.

A: It does. For single poles at \(x\) and \(v\), \(C_A=\tfrac34a^2x\) and \(C_B=\tfrac34b^2v\). The denominator of the rule is \(\tfrac34ab\,x+\tfrac34ab\,v=\tfrac34ab(x+v)\), so

\[
C_6^{\rm rule}=\frac{\tfrac98a^2b^2xv}{\tfrac34ab(x+v)}=\frac32\,ab\,\frac{xv}{x+v}.
\]

```lean
/-- For two single-pole atoms with positive polarizabilities and frequencies, the
combination rule has a positive denominator and returns London's C6 exactly. -/
theorem combine_one_pole {a b x v : ℝ} (ha : 0 < a) (hb : 0 < b) (hx : 0 < x)
    (hv : 0 < v) :
    0 < b / a * london a x a x + a / b * london b v b v ∧
      combine a b (london a x a x) (london b v b v) = london a x b v := by
  have hself : ∀ c y : ℝ, 0 < y → london c y c y = 3 / 4 * c ^ 2 * y := by
    intro c y hy
    have h : reducedFreq y y = y / 2 := by
      unfold reducedFreq
      rw [div_eq_div_iff (by positivity) two_ne_zero]
      ring
    unfold london
    rw [h]
    ring
  have e1 : b / a * (3 / 4 * a ^ 2 * x) = 3 / 4 * a * b * x := by
    rw [div_mul_eq_mul_div, div_eq_iff ha.ne']
    ring
  have e2 : a / b * (3 / 4 * b ^ 2 * v) = 3 / 4 * a * b * v := by
    rw [div_mul_eq_mul_div, div_eq_iff hb.ne']
    ring
  have hd : 3 / 4 * a * b * x + 3 / 4 * a * b * v = 3 / 4 * a * b * (x + v) := by ring
  have hpos : 0 < 3 / 4 * a * b * (x + v) := by positivity
  have hc : x * v / (x + v) * (x + v) = x * v := div_mul_cancel₀ _ (add_pos hx hv).ne'
  unfold combine
  rw [hself a x hx, hself b v hv, e1, e2, hd]
  refine ⟨hpos, ?_⟩
  rw [div_eq_iff hpos.ne']
  unfold london reducedFreq
  linear_combination (-(9 / 8) * a ^ 2 * b ^ 2) * hc
```

The first half of the statement says that the denominator is positive, so the quotient is a genuine one. In the proof, `e1` and `e2` simplify the two terms of the denominator, and `linear_combination` closes the identity after clearing it.

Q: Then the whole error is the difference between two poles and one matched pole. Where does \(s^2\) come from?

A: Write \(g(x,v)=v-v^2/(x+v)\) and \(S=w+v\). The pole denominators are \(S\pm ws\), and the matched one is \(S-ws^2/2\). The average of the two reciprocals is \(S/(S^2-w^2s^2)\), so

\[
\begin{aligned}
&\frac{g(w(1+s),v)+g(w(1-s),v)}2-g(W,v)\\
&\quad=v^2\left[\frac1{S-ws^2/2}-\frac{S}{S^2-w^2s^2}\right]\\
&\quad=\frac{v^2\,ws^2\,(S/2-w)}{(S^2-w^2s^2)(S-ws^2/2)}=s^2\,G(s),
\end{aligned}
\]

because \(S/2-w=(v-w)/2\). This is an identity for every \(|s|<1\), not an expansion.

```lean
/-- For `w, v > 0` and `|s| < 1`, the two-pole average minus the matched one-pole value
is exactly `s²` times `gapCoeff`. -/
theorem average_sub_matched {w v s : ℝ} (hw : 0 < w) (hv : 0 < v) (hs : |s| < 1) :
    (reducedFreq (w * (1 + s)) v + reducedFreq (w * (1 - s)) v) / 2
      - reducedFreq (effFreq w s) v = s ^ 2 * gapCoeff w v s := by
  obtain ⟨h1, h2, h3⟩ := frequencies_pos hw hs
  unfold effFreq at h3
  have k1 := (add_pos h1 hv).ne'
  have k2 := (add_pos h2 hv).ne'
  have k3 := (add_pos h3 hv).ne'
  unfold reducedFreq effFreq gapCoeff
  -- bring both sides over common denominators
  rw [div_add_div _ _ k1 k2, div_div,
    div_sub_div _ _ (mul_ne_zero (mul_ne_zero k1 k2) two_ne_zero) k3, ← mul_div_assoc,
    div_eq_div_iff (mul_ne_zero (mul_ne_zero (mul_ne_zero k1 k2) two_ne_zero) k3)
      (mul_ne_zero two_ne_zero (mul_ne_zero (mul_ne_zero k1 k2) k3))]
  ring
```

The Lean proof takes a blunter route to the same identity. The facts `k1`, `k2` and `k3` say that the three denominators are nonzero, the rewrites put each side over one denominator and cross-multiply, and `ring` compares the polynomials.

Q: Why should the sign depend on \(v-w\)? I would have expected spreading the poles to lower the coefficient, full stop.

A: Spreading does lower the average, since \(g\) is concave in \(x\). But the matched frequency also drops below \(w\), which lowers the estimate. The two reductions compete, and they balance at \(v=w\).

Q: Now the limit.

A: At \(s=0\) the three factors in the denominator of \(G\) all become \(v+w\), which is positive. So \(G\) is continuous there, and its limit is its value \(wv^2(v-w)/(2(v+w)^3)\).

```lean
/-- For `w, v > 0`, `gapCoeff` tends to `w v² (v - w) / (2 (v + w)³)` as the width
tends to zero. -/
theorem gapCoeff_tendsto {w v : ℝ} (hw : 0 < w) (hv : 0 < v) :
    Tendsto (fun s => gapCoeff w v s) (𝓝[≠] 0)
      (𝓝 (w * v ^ 2 * (v - w) / (2 * (v + w) ^ 3))) := by
  have e : 2 * ((w * (1 + (0 : ℝ)) + v) * (w * (1 - (0 : ℝ)) + v)
      * (w * (1 - (0 : ℝ) ^ 2 / 2) + v)) = 2 * (v + w) ^ 3 := by ring
  have hne : 2 * ((w * (1 + (0 : ℝ)) + v) * (w * (1 - (0 : ℝ)) + v)
      * (w * (1 - (0 : ℝ) ^ 2 / 2) + v)) ≠ 0 := by
    rw [e]
    positivity
  have hc : ContinuousAt (fun s => gapCoeff w v s) 0 := by
    unfold gapCoeff
    exact ContinuousAt.div (by fun_prop) (by fun_prop) hne
  have h0 : gapCoeff w v 0 = w * v ^ 2 * (v - w) / (2 * (v + w) ^ 3) := by
    unfold gapCoeff
    rw [e]
  rw [← h0]
  exact hc.tendsto.mono_left nhdsWithin_le_nhds
```

The notation `𝓝[≠] 0` means that \(s\) approaches zero from either side without being zero. In the proof, `hc` is the continuity and `h0` the value.

For \(0<|s|<1\), dividing the identity by \(s^2\) leaves \(G(s)\), and this gives the limit for the frequency factors alone.

```lean
/-- For `w, v > 0`, the two-pole average minus the matched one-pole value, divided by
`s²`, tends to `w v² (v - w) / (2 (v + w)³)` as `s → 0`, `s ≠ 0`. -/
theorem frequency_error_limit {w v : ℝ} (hw : 0 < w) (hv : 0 < v) :
    Tendsto (fun s => ((reducedFreq (w * (1 + s)) v + reducedFreq (w * (1 - s)) v) / 2
      - reducedFreq (effFreq w s) v) / s ^ 2) (𝓝[≠] 0)
      (𝓝 (w * v ^ 2 * (v - w) / (2 * (v + w) ^ 3))) := by
  refine (gapCoeff_tendsto hw hv).congr' ?_
  filter_upwards [self_mem_nhdsWithin, nhdsWithin_le_nhds
    (Ioo_mem_nhds (show (-1 : ℝ) < 0 by norm_num) (show (0 : ℝ) < 1 by norm_num))]
    with s hs0 hs1
  have hs : s ≠ 0 := hs0
  rw [average_sub_matched hw hv (abs_lt.2 ⟨hs1.1, hs1.2⟩), eq_div_iff (pow_ne_zero 2 hs)]
  ring
```

Here `filter_upwards` restricts attention to nonzero \(s\) between \(-1\) and \(1\), and `congr'` transfers the limit from \(G\) to the quotient.

Q: That is still a statement about frequencies. I asked about C6.

A: Put the steps together. The rule returns \(\tfrac32ab\,g(W,v)\). The model's coefficient is \(\tfrac32ab\) times the two-pole average, because each pole carries \(a/2\). Therefore

\[
C_6-C_6^{\rm rule}=\frac32\,ab\,s^2\,G(s).
\]

```lean
/-- For positive polarizabilities and frequencies and `|s| < 1`, the exact C6 minus the
combination-rule estimate is `(3/2) a b s²` times `gapCoeff`. -/
theorem combination_error {a b w v s : ℝ} (ha : 0 < a) (hb : 0 < b) (hw : 0 < w)
    (hv : 0 < v) (hs : |s| < 1) :
    twoPoleC6 a w s b v - combine a b (selfC6 a w s) (london b v b v)
      = 3 / 2 * a * b * (s ^ 2 * gapCoeff w v s) := by
  obtain ⟨hW, hself⟩ := matched_frequency a hw hs
  rw [hself, (combine_one_pole ha hb hW hv).2, ← average_sub_matched hw hv hs]
  unfold twoPoleC6 london
  ring
```

The rewrites follow that order: replace `selfC6` by the matched pole, apply the one-pole result, and insert the frequency identity. Dividing by \(s^2\) and taking the limit as before gives the result I opened with.

```lean
/-- For positive polarizabilities and frequencies, the model's C6 minus the combination-rule
estimate, divided by `s²`, tends to `(3/2) a b w v² (v - w) / (2 (v + w)³)` as `s → 0`, `s ≠ 0`. -/
theorem combination_error_limit {a b w v : ℝ} (ha : 0 < a) (hb : 0 < b) (hw : 0 < w)
    (hv : 0 < v) :
    Tendsto (fun s => (twoPoleC6 a w s b v
      - combine a b (selfC6 a w s) (london b v b v)) / s ^ 2) (𝓝[≠] 0)
      (𝓝 (3 / 2 * a * b * (w * v ^ 2 * (v - w) / (2 * (v + w) ^ 3)))) := by
  refine ((gapCoeff_tendsto hw hv).const_mul (3 / 2 * a * b)).congr' ?_
  filter_upwards [self_mem_nhdsWithin, nhdsWithin_le_nhds
    (Ioo_mem_nhds (show (-1 : ℝ) < 0 by norm_num) (show (0 : ℝ) < 1 by norm_num))]
    with s hs0 hs1
  have hs : s ≠ 0 := hs0
  rw [combination_error ha hb hw hv (abs_lt.2 ⟨hs1.1, hs1.2⟩),
    eq_div_iff (pow_ne_zero 2 hs)]
  ring
```

Note that `combine` receives `selfC6 a w s`, the like-pair coefficient of the actual two-pole atom. No matched frequency appears in this statement.

Q: A limit tells me nothing about a width of, say, one half. Does the sign survive?

A: Yes, for every \(0<|s|<1\). All factors of the error other than \(v-w\) are positive, so the error is \(K(v-w)\) with \(K>0\). The rule underestimates \(C_6\) exactly when \(w<v\) and is exact exactly when \(v=w\); in the remaining case, \(v<w\), it overestimates.

```lean
/-- For positive polarizabilities and frequencies and `0 < |s| < 1`, the combination rule
underestimates C6 exactly when `w < v`, and is exact exactly when `v = w`. -/
theorem combination_error_sign {a b w v s : ℝ} (ha : 0 < a) (hb : 0 < b) (hw : 0 < w)
    (hv : 0 < v) (hs : |s| < 1) (hs0 : s ≠ 0) :
    (combine a b (selfC6 a w s) (london b v b v) < twoPoleC6 a w s b v ↔ w < v) ∧
      (twoPoleC6 a w s b v = combine a b (selfC6 a w s) (london b v b v) ↔ v = w) := by
  obtain ⟨h1, h2, h3⟩ := frequencies_pos hw hs
  unfold effFreq at h3
  have hD : 0 < 2 * ((w * (1 + s) + v) * (w * (1 - s) + v) * (w * (1 - s ^ 2 / 2) + v)) :=
    mul_pos two_pos (mul_pos (mul_pos (add_pos h1 hv) (add_pos h2 hv)) (add_pos h3 hv))
  -- the error is a positive multiple of v - w
  obtain ⟨K, hK, e⟩ : ∃ K : ℝ, 0 < K ∧ twoPoleC6 a w s b v
      - combine a b (selfC6 a w s) (london b v b v) = K * (v - w) := by
    refine ⟨3 / 2 * a * b * s ^ 2 * (w * v ^ 2 /
      (2 * ((w * (1 + s) + v) * (w * (1 - s) + v) * (w * (1 - s ^ 2 / 2) + v)))),
      mul_pos (by positivity) (div_pos (by positivity) hD), ?_⟩
    rw [combination_error ha hb hw hv hs]
    unfold gapCoeff
    ring
  constructor
  · rw [← sub_pos, e, mul_pos_iff_of_pos_left hK, sub_pos]
  · rw [← sub_eq_zero, e, mul_eq_zero, or_iff_right hK.ne', sub_eq_zero]

end

end DispersionCombinationRule
```

The proof constructs this \(K\) explicitly, and each equivalence is then read off from the sign or the vanishing of \(K(v-w)\).

Q: What if I ignore \(|s|<1\)?

A: Then one pole frequency can turn negative, and the sign statement fails. Take \(w=1\), \(s=\tfrac32\), \(v=\tfrac14\). The poles lie at \(\tfrac52\) and \(-\tfrac12\), and \(W=-\tfrac18\). No ground-state atom has a negative excitation frequency, so this example tests only the algebra. The two-pole sum gives

\[
C_6=\frac32\,ab\cdot\frac12\left(\frac5{22}+\frac12\right)=\frac6{11}\,ab,
\]

while the rule gives \(\tfrac32ab\cdot(-\tfrac14)=-\tfrac38ab\). The rule underestimates although \(w>v\).

Q: And for a real atom, with many excitations and a continuum?

A: The theorems don't reach that far. They cover two equally weighted poles against one, with no retardation, no anisotropy and no higher multipoles. If B also had a width, its own like-pair coefficient would change too, and the error would need a new calculation.

```lean
#print axioms DispersionCombinationRule.combine_one_pole
-- 'DispersionCombinationRule.combine_one_pole' depends on axioms: [propext, Classical.choice, Quot.sound]
#print axioms DispersionCombinationRule.frequency_error_limit
-- 'DispersionCombinationRule.frequency_error_limit' depends on axioms: [propext, Classical.choice, Quot.sound]
#print axioms DispersionCombinationRule.combination_error_limit
-- 'DispersionCombinationRule.combination_error_limit' depends on axioms: [propext, Classical.choice, Quot.sound]
#print axioms DispersionCombinationRule.combination_error_sign
-- 'DispersionCombinationRule.combination_error_sign' depends on axioms: [propext, Classical.choice, Quot.sound]
```
